# The Best Refocusing Delay for an Ideal IₙS Group in Refocused INEPT

In a refocused INEPT experiment, the refocusing delay \(\Delta\) that suits an IₙS group depends on the coupling \(J\) (in Hz) and the number \(n\) of equivalent spin-½ nuclei I coupled to S. This sheet finds a delay that maximises the in-phase S signal summed over the multiplet, as detected with I decoupling, assuming ideal pulses, weak coupling, a single \(J\) and no relaxation.

```lean
import Mathlib

open Finset

namespace RefocusedINEPT

noncomputable section
```

Each I spin \(k\) has a sign \(s_k=\pm1\), for up or down.

```lean
/-- The sign `+1` or `-1` of an I spin that is up or down. -/
def spinSign (b : Bool) : ℝ := if b then 1 else -1
```

A configuration, `m : Fin n → Bool` in Lean, contributes to one line of the S multiplet, labelled by \(M=\sum_k s_k\).

```lean
/-- The sum of the signs of the `n` I spins, which fixes the position of a line in the
S multiplet. -/
def lineIndex {n : ℕ} (m : Fin n → Bool) : ℝ := ∑ k, spinSign (m k)
```

During \(\Delta\) the coherence on that line precesses through \(xM\), where \(x=\pi J\Delta\). Its starting weight \(M\) is postulated: it stands for the antiphase coherence that the earlier INEPT transfer delivers, up to an overall scale. With \(\langle\cdot\rangle\) the average over all \(2^n\) configurations, the in-phase signal is \(F_n(x)=\langle M\sin(xM)\rangle\).

```lean
/-- The refocused in-phase S signal of an I_nS group at the angle `x = π J Δ`: each line starts with
antiphase weight `M = lineIndex m`, precesses through the angle `x M`, and the result is averaged
over all `2^n` configurations `m` of the I spins. -/
def refocusedSignal (n : ℕ) (x : ℝ) : ℝ :=
  (∑ m : Fin n → Bool, lineIndex m * Real.sin (x * lineIndex m)) / 2 ^ n
```

The last definition is a candidate delay, tested in (f).

```lean
/-- The refocusing delay `arcsin (1/√n) / (π J)` of an I_nS group, for `n ≥ 1` and a coupling
`J ≠ 0`. -/
def optimalDelay (n : ℕ) (J : ℝ) : ℝ := Real.arcsin (1 / √(n : ℝ)) / (Real.pi * J)
```

## (a) Modulation of in-phase coherence

Show that, for every natural \(n\) and real \(x\),
\[
\langle\cos(xM)\rangle=\cos^n x .
\]

**Solution.** The phase factors of different spins multiply, so
\[
\sum_{\text{configurations}}e^{ixM}=(e^{ix}+e^{-ix})^n=(2\cos x)^n .
\]
Take real parts and divide by \(2^n\). In the proof, `h2` sums over one spin, `Fintype.sum_pow` expands the power, and `h3` collects the phases.

```lean
/-- In-phase S coherence coupled to `n` equivalent I spins is modulated by `cos^n x`. -/
theorem inPhase_average (n : ℕ) (x : ℝ) :
    (∑ m : Fin n → Bool, Real.cos (x * lineIndex m)) / 2 ^ n = Real.cos x ^ n := by
  -- the two orientations of a single I spin
  have h2 : ∑ b : Bool, Complex.exp (((x * spinSign b : ℝ) : ℂ) * Complex.I)
      = ((2 * Real.cos x : ℝ) : ℂ) := by
    rw [Fintype.sum_bool]
    apply Complex.ext
    · rw [Complex.add_re, Complex.exp_ofReal_mul_I_re, Complex.exp_ofReal_mul_I_re,
        Complex.ofReal_re]
      simp [spinSign, two_mul]
    · rw [Complex.add_im, Complex.exp_ofReal_mul_I_im, Complex.exp_ofReal_mul_I_im,
        Complex.ofReal_im]
      simp [spinSign]
  -- the phase factors of different I spins multiply
  have h1 := Fintype.sum_pow
    (fun b : Bool => Complex.exp (((x * spinSign b : ℝ) : ℂ) * Complex.I)) n
  rw [h2] at h1
  have h3 : ∀ m : Fin n → Bool,
      ∏ i, Complex.exp (((x * spinSign (m i) : ℝ) : ℂ) * Complex.I)
        = Complex.exp (((x * lineIndex m : ℝ) : ℂ) * Complex.I) := by
    intro m
    rw [← Complex.exp_sum, ← Finset.sum_mul, ← Complex.ofReal_sum, ← Finset.mul_sum, lineIndex]
  simp only [h3] at h1
  have h4 := congrArg Complex.re h1
  rw [← Complex.ofReal_pow, Complex.ofReal_re, Complex.re_sum] at h4
  simp only [Complex.exp_ofReal_mul_I_re] at h4
  rw [← h4, mul_pow]
  field_simp
```

## (b) The signal in closed form

Show that
\[
F_n(x)=n\sin x\cos^{n-1}x .
\]

**Solution.** Differentiate (a) with respect to \(x\):
\[
-\langle M\sin(xM)\rangle=-n\cos^{n-1}x\,\sin x .
\]
For \(n=0\) both sides vanish, with the exponent \(n-1\) read as \(0\), as in Lean's natural-number subtraction. Lean computes the two derivatives separately and equates them with `h1.unique`. A spin-dynamics simulation of this ideal, weakly coupled group should reproduce the formula up to scale.

```lean
/-- The refocused INEPT signal of an I_nS group is `n sin x cos^(n-1) x`. -/
theorem refocusedSignal_eq (n : ℕ) (x : ℝ) :
    refocusedSignal n x = n * (Real.sin x * Real.cos x ^ (n - 1)) := by
  -- differentiate the in-phase modulation in two ways
  have h1 : HasDerivAt
      (fun y : ℝ => (∑ m : Fin n → Bool, Real.cos (y * lineIndex m)) / 2 ^ n)
      ((∑ m : Fin n → Bool, -Real.sin (x * lineIndex m) * lineIndex m) / 2 ^ n) x :=
    (HasDerivAt.fun_sum fun m _ => (hasDerivAt_mul_const (lineIndex m)).cos).div_const _
  have hf : (fun y : ℝ => (∑ m : Fin n → Bool, Real.cos (y * lineIndex m)) / 2 ^ n)
      = fun y => Real.cos y ^ n := funext (inPhase_average n)
  rw [hf] at h1
  have e := h1.unique ((Real.hasDerivAt_cos x).fun_pow n)
  have hs : ∑ m : Fin n → Bool, -Real.sin (x * lineIndex m) * lineIndex m
      = -∑ m : Fin n → Bool, lineIndex m * Real.sin (x * lineIndex m) := by
    rw [← Finset.sum_neg_distrib]
    exact Finset.sum_congr rfl fun m _ => by ring
  rw [hs] at e
  unfold refocusedSignal
  linear_combination -e
```

## (c) A polynomial with a quadratic remainder

For \(u\ge0\) and natural \(k\), show that
\[
(u-1)^2\le P_k(u),\qquad P_k(u)=1-(k+2)u^{k+1}+(k+1)u^{k+2}.
\]

**Solution.** For \(k=0\) the two sides are equal. The induction step follows from
\[
P_{k+1}(u)-P_k(u)=(k+2)u^{k+1}(u-1)^2\ge0 .
\]
In Lean, `positivity` proves the sign and `ring` the identity.

```lean
/-- For `u ≥ 0` the polynomial `1 - (k+2) u^(k+1) + (k+1) u^(k+2)` is at least `(u-1)²`. -/
theorem quadratic_gap (k : ℕ) (u : ℝ) (hu : 0 ≤ u) :
    (u - 1) ^ 2 ≤ 1 - ((k : ℝ) + 1 + 1) * u ^ (k + 1) + ((k : ℝ) + 1) * u ^ (k + 2) := by
  induction k with
  | zero => norm_num; nlinarith
  | succ k ih =>
    have h : 0 ≤ ((k : ℝ) + 2) * u ^ (k + 1) * (u - 1) ^ 2 := by positivity
    push_cast
    refine ih.trans (sub_nonneg.mp (h.trans_eq ?_))
    ring
```

## (d) Bounding a product of powers

For \(c\ge0\) and natural \(m\), now an exponent, show that
\[
(1-c)c^m\le K,\qquad K=\frac{m^m}{(m+1)^{m+1}},
\]
with equality exactly when \(1-c=1/(m+1)\). Here \(0^0=1\).

**Solution.** For \(m=0\) the claim is \(1-c\le1\), with equality only at \(c=0\). For \(m\ge1\), write \(c=\frac{m}{m+1}u\). Then (c) with \(k=m-1\) gives
\[
(1-c)c^m=K\bigl[(m+1)u^m-mu^{m+1}\bigr]\le K\bigl[1-(u-1)^2\bigr]\le K .
\]
Equality forces \(u=1\), and \(u=1\) attains it; this is the stated condition on \(c\). The rescaling identity is `key`, and `gap` supplies (c).

```lean
/-- For `c ≥ 0` the product `(1-c) c^m` is at most `m^m/(m+1)^(m+1)`, with equality exactly when
`1 - c = 1/(m+1)`. -/
theorem product_bound (m : ℕ) (c : ℝ) (hc : 0 ≤ c) :
    (1 - c) * c ^ m ≤ (m : ℝ) ^ m / ((m : ℝ) + 1) ^ (m + 1) ∧
    ((1 - c) * c ^ m = (m : ℝ) ^ m / ((m : ℝ) + 1) ^ (m + 1) ↔ 1 - c = 1 / ((m : ℝ) + 1)) := by
  rcases m with _ | k
  · norm_num
    exact hc
  · push_cast
    have hM : (0 : ℝ) < (k : ℝ) + 1 := by positivity
    have hN : (0 : ℝ) < (k : ℝ) + 1 + 1 := by positivity
    -- measure `c` in units of its optimal value
    obtain ⟨u, hu, rfl⟩ : ∃ u : ℝ, 0 ≤ u ∧ c = ((k : ℝ) + 1) / ((k : ℝ) + 1 + 1) * u :=
      ⟨((k : ℝ) + 1 + 1) / ((k : ℝ) + 1) * c, by positivity, by field_simp⟩
    have gap := quadratic_gap k u hu
    have hK : 0 < ((k : ℝ) + 1) ^ (k + 1) / ((k : ℝ) + 1 + 1) ^ (k + 1 + 1) := by positivity
    have key : (1 - ((k : ℝ) + 1) / ((k : ℝ) + 1 + 1) * u)
          * (((k : ℝ) + 1) / ((k : ℝ) + 1 + 1) * u) ^ (k + 1)
        = ((k : ℝ) + 1) ^ (k + 1) / ((k : ℝ) + 1 + 1) ^ (k + 1 + 1)
          * (((k : ℝ) + 1 + 1) * u ^ (k + 1) - ((k : ℝ) + 1) * u ^ (k + 2)) := by
      rw [mul_pow, div_pow]
      field_simp
      ring
    rw [key]
    refine ⟨mul_le_of_le_one_right hK.le (by nlinarith [sq_nonneg (u - 1)]), ?_, ?_⟩
    · intro h
      have hg := mul_left_cancel₀ hK.ne' (h.trans (mul_one _).symm)
      have hu1 : u = 1 := by
        have h0 : (u - 1) ^ 2 = 0 := le_antisymm (by linarith) (sq_nonneg _)
        linarith [pow_eq_zero_iff (two_ne_zero) |>.mp h0]
      rw [hu1]
      field_simp
      ring
    · intro h
      have hu1 : u = 1 := by
        field_simp at h
        have h0 : ((k : ℝ) + 1) * (u - 1) = 0 := by linarith
        rcases mul_eq_zero.mp h0 with h' | h'
        · exact absurd h' hM.ne'
        · linarith
      rw [hu1]
      simp
```

## (e) The largest transfer amplitude

For \(n\ge1\), show that
\[
(\sin x\cos^{n-1}x)^2\le\frac{(n-1)^{n-1}}{n^n},
\]
with equality exactly when \(\sin^2x=1/n\).

**Solution.** Put \(c=\cos^2x\) and \(m=n-1\) in (d). Then \(1-c=\sin^2x\), and the product is the squared amplitude. Lean makes these substitutions through `e1`, `e2` and `e3`.

```lean
/-- Refocused INEPT optimum: for `n ≥ 1` the squared transfer function `(sin x cos^(n-1) x)²` is
at most `(n-1)^(n-1)/n^n`, with equality exactly when `sin² x = 1/n`. -/
theorem inept_optimum (n : ℕ) (hn : 1 ≤ n) (x : ℝ) :
    (Real.sin x * Real.cos x ^ (n - 1)) ^ 2 ≤ ((n : ℝ) - 1) ^ (n - 1) / (n : ℝ) ^ n ∧
    ((Real.sin x * Real.cos x ^ (n - 1)) ^ 2 = ((n : ℝ) - 1) ^ (n - 1) / (n : ℝ) ^ n ↔
      Real.sin x ^ 2 = 1 / (n : ℝ)) := by
  obtain ⟨m, rfl⟩ : ∃ m, n = m + 1 := ⟨n - 1, by omega⟩
  have h := product_bound m (Real.cos x ^ 2) (sq_nonneg _)
  have e1 : 1 - Real.cos x ^ 2 = Real.sin x ^ 2 := by linarith [Real.sin_sq_add_cos_sq x]
  have e2 : (Real.sin x * Real.cos x ^ m) ^ 2 = Real.sin x ^ 2 * (Real.cos x ^ 2) ^ m := by ring
  have e3 : ((m + 1 : ℕ) : ℝ) - 1 = m := by push_cast; ring
  rw [e1] at h
  rw [Nat.add_sub_cancel, e3, e2]
  push_cast
  exact h
```

## (f) Testing the candidate delay

For \(n\ge1\) and \(J\ne0\), let
\[
\Delta_*=\frac{\arcsin(1/\sqrt n)}{\pi J}.
\]
Show that \(F_n(\pi J\Delta_*)>0\) and that, for every real \(t\),
\[
|F_n(\pi Jt)|\le F_n(\pi J\Delta_*).
\]

**Solution.** At \(\theta=\pi J\Delta_*\) we have \(\sin\theta=1/\sqrt n\) and \(\cos\theta\ge0\). The amplitude \(\sin\theta\cos^{n-1}\theta\) is therefore non-negative. By (e) its square is the maximum, which is positive, so the amplitude is positive too. At any other delay the square is no larger; take roots (`abs_le_of_sq_le_sq`) and multiply by \(n\).

If \(J<0\), then \(\Delta_*\) is negative. The positive delay \(|\Delta_*|\) gives the same magnitude with opposite sign.

```lean
/-- For `n ≥ 1` and `J ≠ 0` the signal at the delay `arcsin (1/√n) / (π J)` is positive, and at
no delay `t` is the signal larger in magnitude. -/
theorem optimalDelay_best (n : ℕ) (hn : 1 ≤ n) (J : ℝ) (hJ : J ≠ 0) :
    0 < refocusedSignal n (Real.pi * J * optimalDelay n J) ∧
    ∀ t : ℝ, |refocusedSignal n (Real.pi * J * t)|
      ≤ refocusedSignal n (Real.pi * J * optimalDelay n J) := by
  have hn1 : (1 : ℝ) ≤ n := by exact_mod_cast hn
  have hn0 : (0 : ℝ) < n := by linarith
  have hθ : Real.pi * J * optimalDelay n J = Real.arcsin (1 / √(n : ℝ)) :=
    mul_div_cancel₀ _ (mul_ne_zero Real.pi_ne_zero hJ)
  have hr : 0 < 1 / √(n : ℝ) := by positivity
  have hr1 : 1 / √(n : ℝ) ≤ 1 := by
    rw [div_le_one (Real.sqrt_pos.mpr hn0)]
    exact Real.one_le_sqrt.mpr hn1
  have hsin := Real.sin_arcsin (by linarith) hr1
  have hcos := Real.cos_arcsin_nonneg (1 / √(n : ℝ))
  rw [hθ]
  simp only [refocusedSignal_eq]
  set θ := Real.arcsin (1 / √(n : ℝ))
  have hopt := (inept_optimum n hn θ).2.mpr (by rw [hsin, div_pow, Real.sq_sqrt hn0.le, one_pow])
  have hB : 0 < ((n : ℝ) - 1) ^ (n - 1) / (n : ℝ) ^ n := by
    rcases hn.eq_or_lt with h | h
    · rw [← h]; norm_num
    · have h' : (1 : ℝ) < n := by exact_mod_cast h
      exact div_pos (pow_pos (by linarith) _) (pow_pos hn0 _)
  have hp0 : 0 ≤ Real.sin θ * Real.cos θ ^ (n - 1) :=
    mul_nonneg (by rw [hsin]; exact hr.le) (pow_nonneg hcos _)
  have hp : 0 < Real.sin θ * Real.cos θ ^ (n - 1) := by
    refine lt_of_le_of_ne hp0 fun h => ?_
    rw [← h] at hopt
    norm_num at hopt
    linarith
  refine ⟨mul_pos hn0 hp, fun t => ?_⟩
  -- compare the squares, then take roots
  have hsq := (inept_optimum n hn (Real.pi * J * t)).1.trans_eq hopt.symm
  rw [abs_mul, abs_of_pos hn0]
  exact mul_le_mul_of_nonneg_left (abs_le_of_sq_le_sq hsq hp0) hn0.le
```

## (g) Signs for multiplicity editing

For a group with \(n+1\) equivalent I spins, \(n\ge0\), show that
\[
F_{n+1}(\pi-x)=(-1)^nF_{n+1}(x).
\]

**Solution.** In (b), replacing \(x\) by \(\pi-x\) keeps the sine and reverses the cosine, which appears to the power \(n\). Lean rewrites with the same two identities. Between these two angles CH and CH₃ signals keep their sign, while CH₂ signals change theirs.

```lean
/-- Multiplicity editing: replacing the angle `x` by `π - x` multiplies the signal of a group
with `n + 1` equivalent I spins by `(-1)^n`. -/
theorem multiplicity_editing (n : ℕ) (x : ℝ) :
    refocusedSignal (n + 1) (Real.pi - x) = (-1) ^ n * refocusedSignal (n + 1) x := by
  rw [refocusedSignal_eq, refocusedSignal_eq, Real.sin_pi_sub, Real.cos_pi_sub,
    Nat.add_sub_cancel, neg_pow]
  ring

end

end RefocusedINEPT
```

```lean
#print axioms RefocusedINEPT.optimalDelay_best
-- 'RefocusedINEPT.optimalDelay_best' depends on axioms: [propext, Classical.choice, Quot.sound]
#print axioms RefocusedINEPT.multiplicity_editing
-- 'RefocusedINEPT.multiplicity_editing' depends on axioms: [propext, Classical.choice, Quot.sound]
```
